# Two-density EDIIS with curvature $k>0$ and vertex in $[0,1]$: an error $d$ in one stored energy costs at most $d^2/(2k)$

EDIIS, a method for speeding up self-consistent-field iterations, mixes stored densities with non-negative weights that sum to one, chosen to minimize an energy interpolated from stored data. Here a real number $d$ is added to the stored energy $E_1$ of the newer density $D_1$, while the energy $E_0$ of the older density $D_0$ and the curvature $k$ stay as they are. This suits EDIIS, which takes the energies and the curvature from separate stored data. For spin-orbital density matrices and their Fock matrices in Hartree–Fock theory, $k=\mathrm{Tr}[(F_1-F_0)(D_1-D_0)]$. In the file $k$ is simply a real number, and the matrices do not appear.

## The energy and its vertex

In Lean 4 with Mathlib:

```lean
import Mathlib

open Set

namespace EdiisEnergyError

noncomputable section

/-- The EDIIS energy of the mixture `(1 - c) D₀ + c D₁` of two densities with stored energies
`E₀` and `E₁`; `k` is the curvature along the line joining them. -/
def ediisEnergy (E₀ E₁ k c : ℝ) : ℝ :=
  (1 - c) * E₀ + c * E₁ - k / 2 * (c * (1 - c))
```

For the mixture $(1-c)D_0+cD_1$, this defines

$$E(c)=(1-c)E_0+cE_1-\tfrac{k}{2}\,c(1-c).$$

The symbol `ℝ` is the type of real numbers. The definition accepts any real $c$; the restriction to $[0,1]$ comes later.

```lean
/-- The stationary mixing coefficient of the two-density EDIIS energy, for `k ≠ 0`. -/
def ediisVertex (E₀ E₁ k : ℝ) : ℝ :=
  1 / 2 - (E₁ - E₀) / k
```

Setting $E'(c)=E_1-E_0-\tfrac k2+kc$ to zero gives the vertex $c_0=\tfrac12-(E_1-E_0)/k$.

```lean
/-- The stationary coefficient displaced by `-d / k` and clipped to `[0, 1]`, for `k ≠ 0`. -/
def ediisStep (E₀ E₁ k d : ℝ) : ℝ :=
  max 0 (min 1 (ediisVertex E₀ E₁ k - d / k))
```

The step taken with the error is $c_d=\max(0,\min(1,c_0-d/k))$. So far this is only a formula; that it minimizes the erroneous energy is proved below.

```lean
/-- For nonzero curvature, `k` times the stationary coefficient is `k / 2` minus the difference
of the stored energies. -/
theorem curvature_mul_vertex (E₀ E₁ : ℝ) {k : ℝ} (hk : k ≠ 0) :
    k * ediisVertex E₀ E₁ k = k / 2 - (E₁ - E₀) := by
  have hcancel : k * ((E₁ - E₀) / k) = E₁ - E₀ := by field_simp
  rw [ediisVertex, mul_sub, hcancel]
  ring
```

A theorem lists its data and hypotheses, then its claim after the colon, then its proof after `:= by`. Here `hk` is the hypothesis $k\neq0$, and the claim is $kc_0=\tfrac k2-(E_1-E_0)$. The proof multiplies the definition of $c_0$ by $k$ and cancels.

```lean
/-- For nonzero curvature the two-density EDIIS energy is a parabola about its stationary
coefficient. -/
theorem ediisEnergy_eq_parabola (E₀ E₁ : ℝ) {k : ℝ} (hk : k ≠ 0) (c : ℝ) :
    ediisEnergy E₀ E₁ k c = ediisEnergy E₀ E₁ k (ediisVertex E₀ E₁ k)
      + k / 2 * (c - ediisVertex E₀ E₁ k) ^ 2 := by
  have hv := curvature_mul_vertex E₀ E₁ hk
  unfold ediisEnergy
  linear_combination (c - ediisVertex E₀ E₁ k) * hv
```

By hand, the last identity turns the energy into

$$E(c)=E_0-kc_0c+\tfrac k2c^2=E_0-\tfrac k2c_0^2+\tfrac k2(c-c_0)^2.$$

At $c=c_0$ the constant is seen to be $E(c_0)$, so $E(c)=E(c_0)+\tfrac k2(c-c_0)^2$. The tactic `linear_combination` checks that the two sides differ by $(c-c_0)$ times the previous identity.

```lean
/-- An error `d` in the second stored energy adds `d * c` to the EDIIS energy and, for `k ≠ 0`,
lowers the stationary coefficient by an amount which times `k` is `d`. -/
theorem energy_error_shift (E₀ E₁ d : ℝ) {k : ℝ} (hk : k ≠ 0) :
    (∀ c, ediisEnergy E₀ (E₁ + d) k c = ediisEnergy E₀ E₁ k c + d * c) ∧
      k * (ediisVertex E₀ E₁ k - ediisVertex E₀ (E₁ + d) k) = d := by
  constructor
  · intro c
    unfold ediisEnergy
    ring
  · linear_combination curvature_mul_vertex E₀ E₁ hk - curvature_mul_vertex E₀ (E₁ + d) hk
```

The symbol `∧` means "and". Replacing $E_1$ by $E_1+d$ gives $E_d(c)=E(c)+dc$. Writing $c_0'$ for the new vertex and subtracting the two identities for $kc_0$ and $kc_0'$ gives $k(c_0-c_0')=d$, hence $c_0'=c_0-d/k$.

## The clipped vertex is the minimizer

```lean
/-- Clipping `y` to `[0, 1]` gives its nearest point there: any other `x` in the interval is
farther from `y`, in squared distance, by at least its squared distance to the clipped point. -/
theorem clip_nearest (y : ℝ) {x : ℝ} (hx : x ∈ Icc (0 : ℝ) 1) :
    (max 0 (min 1 y) - y) ^ 2 + (x - max 0 (min 1 y)) ^ 2 ≤ (x - y) ^ 2 := by
  obtain ⟨hx0, hx1⟩ := hx
  rcases le_total y 0 with h | h
  · have hp : max 0 (min 1 y) = 0 := max_eq_left ((min_le_right _ _).trans h)
    rw [hp]
    linear_combination 2 * mul_nonneg hx0 (neg_nonneg.2 h)
  · rcases le_total y 1 with h1 | h1
    · rw [min_eq_right h1, max_eq_right h]
      apply le_of_eq
      ring
    · rw [min_eq_left h1, max_eq_right zero_le_one]
      linear_combination 2 * mul_nonneg (sub_nonneg.2 hx1) (sub_nonneg.2 h1)
```

`Icc (0 : ℝ) 1` is the closed interval $[0,1]$. Let $p$ be the clipped value of $y$. For $x$ in the interval,

$$(x-y)^2=(p-y)^2+(x-p)^2+2(x-p)(p-y),$$

so it suffices that the last product is non-negative. If $y\le0$, then $p=0$ and the product is $x(-y)\ge0$. If $0\le y\le1$, then $p=y$ and it vanishes. If $y\ge1$, then $p=1$ and it is $(1-x)(y-1)\ge0$. The `rcases` lines make the same three-way split.

```lean
/-- For positive curvature, the EDIIS energy with an error `d` in the second stored energy has
exactly one minimizer on `[0, 1]`, the displaced and clipped coefficient. -/
theorem minimizer_with_error (E₀ E₁ d : ℝ) {k : ℝ} (hk : 0 < k) (c : ℝ) :
    (c ∈ Icc (0 : ℝ) 1 ∧ ∀ x ∈ Icc (0 : ℝ) 1,
      ediisEnergy E₀ (E₁ + d) k c ≤ ediisEnergy E₀ (E₁ + d) k x) ↔
      c = ediisStep E₀ E₁ k d := by
  have hs : ediisStep E₀ E₁ k d = max 0 (min 1 (ediisVertex E₀ (E₁ + d) k)) := by
    have h := (energy_error_shift E₀ E₁ d hk.ne').2
    have hd : d / k = ediisVertex E₀ E₁ k - ediisVertex E₀ (E₁ + d) k := by
      rw [div_eq_iff hk.ne']
      linear_combination -h
    rw [ediisStep, hd, sub_sub_cancel]
  have hmem : ediisStep E₀ E₁ k d ∈ Icc (0 : ℝ) 1 := by
    rw [hs]
    exact ⟨le_max_left _ _, max_le zero_le_one (min_le_left _ _)⟩
  -- the energy grows at least quadratically away from the clipped coefficient
  have growth : ∀ x ∈ Icc (0 : ℝ) 1,
      ediisEnergy E₀ (E₁ + d) k (ediisStep E₀ E₁ k d)
        + k / 2 * (x - ediisStep E₀ E₁ k d) ^ 2 ≤ ediisEnergy E₀ (E₁ + d) k x := by
    intro x hx
    have h := clip_nearest (ediisVertex E₀ (E₁ + d) k) hx
    rw [← hs] at h
    have m := mul_le_mul_of_nonneg_left h (half_pos hk).le
    have e1 := ediisEnergy_eq_parabola E₀ (E₁ + d) hk.ne' (ediisStep E₀ E₁ k d)
    have e2 := ediisEnergy_eq_parabola E₀ (E₁ + d) hk.ne' x
    linear_combination m + e1 - e2
  constructor
  · rintro ⟨hc, hmin⟩
    by_contra hne
    have hsq : 0 < (c - ediisStep E₀ E₁ k d) ^ 2 :=
      lt_of_le_of_ne (sq_nonneg _) (pow_ne_zero 2 (sub_ne_zero.2 hne)).symm
    have hpos := mul_pos (half_pos hk) hsq
    exact lt_irrefl _ ((lt_add_of_pos_right _ hpos).trans_le
      ((growth c hc).trans (hmin _ hmem)))
  · intro hc
    rw [hc]
    exact ⟨hmem, fun x hx => (le_add_of_nonneg_right
      (mul_nonneg (half_pos hk).le (sq_nonneg _))).trans (growth x hx)⟩
```

The symbol `↔` means "if and only if". A coefficient $c$ lies in $[0,1]$ and minimizes $E_d$ there exactly when $c=c_d$, which gives both existence and uniqueness.

Since $c_d$ is the clipped $c_0'$, multiply the previous inequality, with $y=c_0'$, by $k/2$ and add $E_d(c_0')$. The parabola formula then gives

$$E_d(c_d)+\tfrac k2(x-c_d)^2\le E_d(x),\qquad x\in[0,1],$$

which is called `growth` in the proof. It makes $c_d$ a minimizer. Any other minimizer $c$ would satisfy $E_d(c_d)<E_d(c)\le E_d(c_d)$, a contradiction.

The hypothesis $k>0$ means that the model energy is strictly convex along the line between the densities.

## When the old density comes back

```lean
/-- For positive curvature, the step returns the old density exactly when the energy error
is at least `k` times the error-free stationary coefficient. -/
theorem stall_iff (E₀ E₁ d : ℝ) {k : ℝ} (hk : 0 < k) :
    ediisStep E₀ E₁ k d = 0 ↔ k * ediisVertex E₀ E₁ k ≤ d := by
  have e : ediisVertex E₀ E₁ k - d / k ≤ 0 ↔ k * ediisVertex E₀ E₁ k ≤ d := by
    rw [sub_nonpos, le_div_iff₀ hk, mul_comm]
  rw [ediisStep, max_eq_left_iff, min_le_iff, e]
  exact or_iff_right (not_le_of_gt zero_lt_one)
```

The maximum of $0$ and $\min(1,c_0-d/k)$ is $0$ exactly when that minimum is at most $0$. Since $1$ is positive, this means $c_0-d/k\le0$, or $d\ge kc_0$. The mixture is then $D_0$ unchanged.

```lean
/-- For positive curvature, the step returns the old density exactly when the second energy as
stored, error included, exceeds the first by at least `k / 2`. -/
theorem stall_iff_stored_energies (E₀ E₁ d : ℝ) {k : ℝ} (hk : 0 < k) :
    ediisStep E₀ E₁ k d = 0 ↔ E₀ + k / 2 ≤ E₁ + d := by
  rw [stall_iff E₀ E₁ d hk, curvature_mul_vertex E₀ E₁ hk.ne']
  constructor <;> intro h <;> linear_combination h
```

Inserting $kc_0=\tfrac k2-(E_1-E_0)$ turns the criterion into $E_1+d\ge E_0+\tfrac k2$. It uses only numbers the program holds, since $E_1+d$ is the energy actually stored.

In a calculation, $E_1$ can be inconsistent with $E_0$ when the two are evaluated with different integral thresholds. The Fock matrix $F_1$, and with it $k$, then usually changes too; the model here keeps only the error in $E_1$. The program finds $c_d$, forms the mixed Fock matrix $(1-c_d)F_0+c_dF_1$ and diagonalizes it to obtain the next density. Suppose $k=0.020$ and $E_1-E_0=-0.002$ hartree, so that $c_0=0.6$. An error $d=0.004$ hartree moves the coefficient to $0.4$; from $d=0.012$ hartree onwards the mixed matrix is just $F_0$.

## The energy lost

```lean
/-- Displacing a point `v` of `[0, 1]` by `-t` and clipping moves it by at most `|t|`, with
equality exactly when the displaced point is still in `[0, 1]`. -/
theorem clip_displacement {v : ℝ} (hv : v ∈ Icc (0 : ℝ) 1) (t : ℝ) :
    (max 0 (min 1 (v - t)) - v) ^ 2 ≤ t ^ 2 ∧
      ((max 0 (min 1 (v - t)) - v) ^ 2 = t ^ 2 ↔ v - t ∈ Icc (0 : ℝ) 1) := by
  obtain ⟨hv0, hv1⟩ := hv
  rcases lt_or_ge (v - t) 0 with h | h
  · have hp : max 0 (min 1 (v - t)) = 0 := max_eq_left ((min_le_right _ _).trans h.le)
    have a : 0 < t - v := by linarith
    have b : 0 < t + v := by linarith
    have hlt : (0 - v) ^ 2 < t ^ 2 := by linear_combination mul_pos a b
    rw [hp]
    exact ⟨hlt.le, fun e => absurd e hlt.ne, fun m => absurd m.1 (not_le_of_gt h)⟩
  · rcases lt_or_ge 1 (v - t) with h1 | h1
    · have a : 0 < -t - (1 - v) := by linarith
      have b : 0 < -t + (1 - v) := by linarith
      have hlt : (1 - v) ^ 2 < t ^ 2 := by linear_combination mul_pos a b
      rw [min_eq_left h1.le, max_eq_right zero_le_one]
      exact ⟨hlt.le, fun e => absurd e hlt.ne, fun m => absurd m.2 (not_le_of_gt h1)⟩
    · have e : (v - t - v) ^ 2 = t ^ 2 := by ring
      rw [min_eq_right h1, max_eq_right h]
      exact ⟨e.le, fun _ => ⟨h, h1⟩, fun _ => e⟩
```

Start at $v\in[0,1]$, move by $-t$ and clip. If $v-t<0$, the clipped point is $0$, and $t>v\ge0$ gives $v^2<t^2$. If $v-t>1$, the clipped point is $1$, and $-t>1-v\ge0$ gives $(1-v)^2<t^2$. Otherwise nothing is clipped and the squared displacement is exactly $t^2$. The strict inequalities in the first two cases settle when equality holds.

```lean
/-- For positive curvature and an error-free stationary coefficient in `[0, 1]`, an error `d`
raises the error-free EDIIS energy of the chosen mixture by at most `d² / (2k)` above its
minimum, with equality exactly when `-k (1 - c₀) ≤ d ≤ k c₀`, `c₀` being that coefficient. -/
theorem cost_of_error (E₀ E₁ d : ℝ) {k : ℝ} (hk : 0 < k)
    (hv : ediisVertex E₀ E₁ k ∈ Icc (0 : ℝ) 1) :
    ediisEnergy E₀ E₁ k (ediisStep E₀ E₁ k d)
        - ediisEnergy E₀ E₁ k (ediisVertex E₀ E₁ k) ≤ d ^ 2 / (2 * k) ∧
      (ediisEnergy E₀ E₁ k (ediisStep E₀ E₁ k d)
        - ediisEnergy E₀ E₁ k (ediisVertex E₀ E₁ k) = d ^ 2 / (2 * k) ↔
        -(k * (1 - ediisVertex E₀ E₁ k)) ≤ d ∧ d ≤ k * ediisVertex E₀ E₁ k) := by
  -- both sides are `k / 2` times a squared displacement
  have hcost : ediisEnergy E₀ E₁ k (ediisStep E₀ E₁ k d)
      - ediisEnergy E₀ E₁ k (ediisVertex E₀ E₁ k)
      = k / 2 * (ediisStep E₀ E₁ k d - ediisVertex E₀ E₁ k) ^ 2 := by
    linear_combination ediisEnergy_eq_parabola E₀ E₁ hk.ne' (ediisStep E₀ E₁ k d)
  have hd : d ^ 2 / (2 * k) = k / 2 * (d / k) ^ 2 := by field_simp
  have hstep : ediisStep E₀ E₁ k d = max 0 (min 1 (ediisVertex E₀ E₁ k - d / k)) := by
    rw [ediisStep]
  have hclip := clip_displacement hv (d / k)
  rw [← hstep] at hclip
  rw [hcost, hd]
  refine ⟨mul_le_mul_of_nonneg_left hclip.1 (half_pos hk).le, ?_⟩
  -- the displaced coefficient is in `[0, 1]` exactly for errors in the stated window
  have e1 : 0 ≤ ediisVertex E₀ E₁ k - d / k ↔ d ≤ k * ediisVertex E₀ E₁ k := by
    rw [sub_nonneg, div_le_iff₀ hk, mul_comm]
  have e2 : ediisVertex E₀ E₁ k - d / k ≤ 1 ↔
      -(k * (1 - ediisVertex E₀ E₁ k)) ≤ d := by
    rw [sub_le_comm, le_div_iff₀ hk]
    constructor <;> intro h <;> linear_combination h
  rw [mul_right_inj' (half_pos hk).ne', hclip.2, Set.mem_Icc, e1, e2, and_comm]

end

end EdiisEnergyError
```

The loss is measured in the error-free energy. By the parabola formula and the preceding lemma with $v=c_0$ and $t=d/k$,

$$E(c_d)-E(c_0)=\tfrac k2(c_d-c_0)^2\le\tfrac k2\left(\tfrac dk\right)^2=\frac{d^2}{2k}.$$

Equality holds exactly when $0\le c_0-d/k\le1$, that is, when $-k(1-c_0)\le d\le kc_0$. In the proof, `hcost` and `hd` write the two sides as $k/2$ times a square, and `e1` and `e2` translate the interval condition into bounds on $d$. In the example above, $d=0.004$ hartree costs $0.0004$ hartree.

The hypothesis `hv` places $c_0$ in $[0,1]$, so that $E(c_0)$ is the minimum over the allowed mixtures. Without it the stated inequality can fail, because it compares with a point that is not allowed: with $k=1$, $E_0=0$, $E_1=-\tfrac32$ and $d=0$, the vertex is $c_0=2$ and the step is $c_d=1$, so the difference is $\tfrac12$ while $d^2/(2k)=0$. No energy is lost to the error there. Measured from the minimum over $[0,1]$ instead, at $c_*$ say, the loss obeys the same bound for every $k>0$: the inequality `growth` at $x=c_*$ gives $E(c_d)-E(c_*)\le d(c_*-c_d)-\tfrac k2(c_*-c_d)^2\le d^2/(2k)$. This version is not proved in the file.

For self-consistent-field practice, the result says how far an inconsistent energy can spoil a single mixing step in this one-parameter, two-density model; it does not address longer histories or convergence over many iterations.

```lean
#print axioms EdiisEnergyError.minimizer_with_error
#print axioms EdiisEnergyError.stall_iff_stored_energies
#print axioms EdiisEnergyError.cost_of_error
```

```
'EdiisEnergyError.minimizer_with_error' depends on axioms: [propext, Classical.choice, Quot.sound]
'EdiisEnergyError.stall_iff_stored_energies' depends on axioms: [propext, Classical.choice, Quot.sound]
'EdiisEnergyError.cost_of_error' depends on axioms: [propext, Classical.choice, Quot.sound]
```
